# The error of the mixed force involves the derivative of the exact eigenstate, not of the trial state

Take a two-level Hamiltonian that depends on one coordinate $R$, with an eigenstate of constant energy $E=1$:

$$H(R)=\begin{pmatrix}\cos 2R&\sin 2R\\ \sin 2R&-\cos 2R\end{pmatrix},\qquad \varphi(R)=\begin{pmatrix}\cos R\\ \sin R\end{pmatrix}.$$

Let the trial state be $\psi=(1,s)$ with $s$ real. At $R=0$ the overlap is $\langle\varphi,\psi\rangle=1$, and $H'\psi=(2s,2)$, so the mixed force term $\langle\varphi,H'\psi\rangle/\langle\varphi,\psi\rangle$ is $2s$, although $E'=0$. The eigenstate rotates with $\varphi'=(0,1)$, and the trial residual is $(H-E)\psi=(0,-2s)$. Their inner product, $-2s$, restores the balance. Normalising $\psi$ changes the overlap to $1/\sqrt{1+s^2}$ but neither ratio.

## States and the two terms

The theorems are stated for real wavefunctions: states are vectors in a real inner product space $V$. It need not be complete, so it may be a common domain that unbounded Hamiltonians map into itself.

In Lean 4 with Mathlib:

```lean
import Mathlib

open Filter Topology

noncomputable section

namespace MixedForces

variable {V : Type*} [NormedAddCommGroup V] [InnerProductSpace ℝ V]
```

The mixed term is an estimate of the energy derivative $E'$; the physical force is $-E'$. In diffusion Monte Carlo with walkers distributed as $\varphi\psi$, each walker at configuration $x$ contributes $(H'\psi)(x)/\psi(x)$. If only a local potential depends on $R$, this is the derivative of that potential at $x$.

```lean
/-- The mixed force term `⟨φ, H' ψ⟩ / ⟨φ, ψ⟩` for an exact state `φ`, a trial state `ψ` and the
derivative `H'` of the Hamiltonian; its domain is `⟨φ, ψ⟩ ≠ 0`. -/
def mixedForce (φ ψ : V) (H' : V →ₗ[ℝ] V) : ℝ :=
  inner ℝ φ (H' ψ) / inner ℝ φ ψ
```

The missing term is $\langle\varphi',(H-E)\psi\rangle/\langle\varphi,\psi\rangle$. Over the same walkers it is the average of $(\varphi'/\varphi)(E_L-E)$, where $E_L=H\psi/\psi$ is the local energy. The mixed energy estimate averages $E_L$ over the walkers, but does not use $\varphi'/\varphi$.

```lean
/-- The term `⟨φ', (H - e) ψ⟩ / ⟨φ, ψ⟩`, built from the derivative `φ'` of the exact state and
the residual of the trial state `ψ`; its domain is `⟨φ, ψ⟩ ≠ 0`. -/
def missingTerm (φ φ' ψ : V) (H : V →ₗ[ℝ] V) (e : ℝ) : ℝ :=
  inner ℝ φ' (H ψ - e • ψ) / inner ℝ φ ψ
```

## Moving the trial state alone

Hold $H$ and $\varphi$ fixed, with $H\varphi=e\varphi$. Symmetry gives $\langle\varphi,H\psi(R)\rangle=\langle H\varphi,\psi(R)\rangle=e\langle\varphi,\psi(R)\rangle$. The mixed energy therefore equals $e$ wherever the overlap is nonzero, and its derivative vanishes. Continuity of $\psi(R)$ is enough: it keeps the overlap nonzero near $R_0$.

```lean
/-- Let `H` be symmetric with `H φ = e φ`, both held fixed. If the trial state moves continuously
and overlaps with `φ` at `R₀`, the mixed energy has zero derivative there. -/
theorem mixedEnergy_stationary_in_trial {H : V →ₗ[ℝ] V} {φ : V} {e R₀ : ℝ} {ψ : ℝ → V}
    (hsym : H.IsSymmetric) (heig : H φ = e • φ) (hψ : ContinuousAt ψ R₀)
    (hov : inner ℝ φ (ψ R₀) ≠ 0) :
    HasDerivAt (fun R => inner ℝ φ (H (ψ R)) / inner ℝ φ (ψ R)) 0 R₀ := by
  have hc : ContinuousAt (fun R => inner ℝ φ (ψ R)) R₀ :=
    ContinuousAt.inner continuousAt_const hψ
  refine (hasDerivAt_const R₀ e).congr_of_eventuallyEq ?_
  filter_upwards [hc.eventually_ne hov] with R hR
  rw [div_eq_iff hR, ← hsym φ (ψ R), heig, real_inner_smul_left]
```

## Differentiating the eigenvalue

Now $H$ and $\varphi$ move, while $\psi$ is frozen at its value at $R_0$. By the same symmetry argument, near $R_0$

$$E=\frac{N}{D},\qquad N=\langle\varphi,H\psi\rangle,\quad D=\langle\varphi,\psi\rangle.$$

The product rule gives $N'=\langle\varphi,H'\psi\rangle+\langle\varphi',H\psi\rangle$ and $D'=\langle\varphi',\psi\rangle$. Since $N=ED$ at $R_0$,

$$E'=\frac{N'D-ND'}{D^2}=\frac{N'-ED'}{D}=\frac{\langle\varphi,H'\psi\rangle}{\langle\varphi,\psi\rangle}+\frac{\langle\varphi',(H-E)\psi\rangle}{\langle\varphi,\psi\rangle}.$$

In the theorem, `hsym` and `heig` require symmetry and the eigenvalue equation throughout a neighbourhood of $R_0$. `hH` differentiates only $R\mapsto H(R)\psi$, in the norm of $V$, and `hov` is the nonzero overlap. With the usual $L^2$ norm, `hH` fails when $R$ moves a bare Coulomb nucleus at which $\psi$ does not vanish: $H'\psi$ then grows as $1/r^2$ with the distance $r$ from the nucleus and is not square-integrable. The Hellmann–Feynman theorem below has the same restriction. Differentiability of $E$ is a conclusion; that of $\varphi$ (`hφ`) is assumed, and stands for an eigenstate that can be followed smoothly in $R$. A fixed-node state is in general not an eigenstate of $H$, so the theorem does not apply to it directly.

In the proof, `hnum` and `hden` are the two product rules, `hE` is $E=N/D$, `h0` is $N=ED$, and `fun_div` is the quotient rule.

```lean
/-- Let `H(R)` be symmetric with `H(R) φ(R) = E(R) φ(R)` near `R₀`, let `φ(R)` and `H(R) ψ` be
differentiable at `R₀`, and let `⟨φ(R₀), ψ⟩ ≠ 0`. Then `E` is differentiable at `R₀`, and its
derivative is the mixed force term plus the missing term. -/
theorem hasDerivAt_energy {H : ℝ → V →ₗ[ℝ] V} {H' : V →ₗ[ℝ] V} {φ : ℝ → V} {φ' ψ : V}
    {E : ℝ → ℝ} {R₀ : ℝ}
    (hsym : ∀ᶠ R in 𝓝 R₀, (H R).IsSymmetric)
    (heig : ∀ᶠ R in 𝓝 R₀, H R (φ R) = E R • φ R)
    (hH : HasDerivAt (fun R => H R ψ) (H' ψ) R₀) (hφ : HasDerivAt φ φ' R₀)
    (hov : inner ℝ (φ R₀) ψ ≠ 0) :
    HasDerivAt E (mixedForce (φ R₀) ψ H' + missingTerm (φ R₀) φ' ψ (H R₀) (E R₀)) R₀ := by
  have hnum : HasDerivAt (fun R => inner ℝ (φ R) (H R ψ))
      (inner ℝ (φ R₀) (H' ψ) + inner ℝ φ' (H R₀ ψ)) R₀ := hφ.inner ℝ hH
  have hden : HasDerivAt (fun R => inner ℝ (φ R) ψ) (inner ℝ φ' ψ) R₀ := by
    simpa using hφ.inner ℝ (hasDerivAt_const R₀ ψ)
  -- near R₀ the energy is the mixed estimator with the trial state frozen
  have hE : E =ᶠ[𝓝 R₀] fun R => inner ℝ (φ R) (H R ψ) / inner ℝ (φ R) ψ := by
    filter_upwards [hsym, heig, hden.continuousAt.eventually_ne hov] with R hs he hn
    rw [eq_div_iff hn, ← hs (φ R) ψ, he, real_inner_smul_left]
  have h0 : inner ℝ (φ R₀) (H R₀ ψ) = E R₀ * inner ℝ (φ R₀) ψ := by
    rw [← hsym.self_of_nhds (φ R₀) ψ, heig.self_of_nhds, real_inner_smul_left]
  -- the quotient rule produces the two terms
  refine ((hnum.fun_div hden hov).congr_of_eventuallyEq hE).congr_deriv ?_
  rw [h0, mixedForce, missingTerm, inner_sub_right, real_inner_smul_right]
  field_simp
  ring
```

Applying Cauchy–Schwarz to the missing term bounds the error by $\|\varphi'\|\,\|(H-E)\psi\|/|\langle\varphi,\psi\rangle|$.

```lean
/-- Under the hypotheses of `hasDerivAt_energy`, the error of the mixed force term is at most the
norm of `φ'` times the norm of the trial residual `(H - E) ψ`, divided by the absolute overlap. -/
theorem abs_error_le {H : ℝ → V →ₗ[ℝ] V} {H' : V →ₗ[ℝ] V} {φ : ℝ → V} {φ' ψ : V}
    {E : ℝ → ℝ} {R₀ : ℝ}
    (hsym : ∀ᶠ R in 𝓝 R₀, (H R).IsSymmetric)
    (heig : ∀ᶠ R in 𝓝 R₀, H R (φ R) = E R • φ R)
    (hH : HasDerivAt (fun R => H R ψ) (H' ψ) R₀) (hφ : HasDerivAt φ φ' R₀)
    (hov : inner ℝ (φ R₀) ψ ≠ 0) :
    |deriv E R₀ - mixedForce (φ R₀) ψ H'|
      ≤ ‖φ'‖ * ‖H R₀ ψ - E R₀ • ψ‖ / |inner ℝ (φ R₀) ψ| := by
  rw [(hasDerivAt_energy hsym heig hH hφ hov).deriv, add_sub_cancel_left, missingTerm, abs_div]
  exact div_le_div_of_nonneg_right (abs_real_inner_le_norm _ _) (abs_nonneg _)
```

The normalisation of $\varphi$ may itself depend on $R$. Replacing $\varphi$ by $c\varphi$ turns $\varphi'$ into $c'\varphi+c\varphi'$. The $c'$ part drops out because $\langle\varphi,(H-e)\psi\rangle=0$, and the remaining factor $c\neq0$ cancels against the overlap.

```lean
/-- For symmetric `H` with `H φ = e φ`, the missing term is unchanged when the exact state is
rescaled by a factor with nonzero value `c` and derivative `c'`. -/
theorem missingTerm_rescale {H : V →ₗ[ℝ] V} {φ : V} {e c : ℝ} (φ' ψ : V) (c' : ℝ)
    (hsym : H.IsSymmetric) (heig : H φ = e • φ) (hc : c ≠ 0) :
    missingTerm (c • φ) (c' • φ + c • φ') ψ H e = missingTerm φ φ' ψ H e := by
  -- the exact state is orthogonal to the residual, so c' drops out
  have h0 : inner ℝ φ (H ψ - e • ψ) = 0 := by
    rw [inner_sub_right, ← hsym φ ψ, heig, real_inner_smul_left, real_inner_smul_right, sub_self]
  rw [missingTerm, missingTerm, inner_add_left, real_inner_smul_left, real_inner_smul_left,
    real_inner_smul_left, h0, mul_zero, zero_add, mul_div_mul_left _ _ hc]
```

If $\psi=\varphi(R_0)$, the residual is zero and the mixed term alone is $E'$, which is the Hellmann–Feynman theorem.

```lean
/-- Hellmann–Feynman theorem: for symmetric `H(R)` with differentiable eigenstate `φ(R)`, nonzero
at `R₀`, and `H(R) φ(R₀)` differentiable at `R₀`, the energy derivative is
`⟨φ, H' φ⟩ / ⟨φ, φ⟩`. -/
theorem hellmann_feynman {H : ℝ → V →ₗ[ℝ] V} {H' : V →ₗ[ℝ] V} {φ : ℝ → V} {φ' : V}
    {E : ℝ → ℝ} {R₀ : ℝ}
    (hsym : ∀ᶠ R in 𝓝 R₀, (H R).IsSymmetric)
    (heig : ∀ᶠ R in 𝓝 R₀, H R (φ R) = E R • φ R)
    (hH : HasDerivAt (fun R => H R (φ R₀)) (H' (φ R₀)) R₀) (hφ : HasDerivAt φ φ' R₀)
    (hne : φ R₀ ≠ 0) :
    HasDerivAt E (mixedForce (φ R₀) (φ R₀) H') R₀ := by
  have hov : inner ℝ (φ R₀) (φ R₀) ≠ 0 := inner_self_ne_zero.mpr hne
  refine (hasDerivAt_energy hsym heig hH hφ hov).congr_deriv ?_
  rw [missingTerm, heig.self_of_nhds, sub_self, inner_zero_right, zero_div, add_zero]
```

## The rotating two-level system

The opening example lives in the real plane.

```lean
/-- The real two-level state space. -/
abbrev Plane := EuclideanSpace ℝ (Fin 2)
```

Its Hamiltonian acts on the components as the matrix above.

```lean
/-- The two-level Hamiltonian with rows `(cos 2R, sin 2R)` and `(sin 2R, -cos 2R)`. -/
def twoLevelH (R : ℝ) : Plane →ₗ[ℝ] Plane where
  toFun v := !₂[Real.cos (2 * R) * v 0 + Real.sin (2 * R) * v 1,
    Real.sin (2 * R) * v 0 - Real.cos (2 * R) * v 1]
  map_add' v w := by ext i; fin_cases i <;> simp <;> ring
  map_smul' a v := by ext i; fin_cases i <;> simp <;> ring
```

Differentiating that matrix at $R=0$ leaves rows $(0,2)$ and $(2,0)$.

```lean
/-- The two-level operator with rows `(0, 2)` and `(2, 0)`. -/
def twoLevelH' : Plane →ₗ[ℝ] Plane where
  toFun v := !₂[2 * v 1, 2 * v 0]
  map_add' v w := by ext i; fin_cases i <;> simp <;> ring
  map_smul' a v := by ext i; fin_cases i <;> simp <;> ring
```

Derivatives of two-component states are taken component by component.

```lean
/-- A two-component state is differentiable when both components are, with derivative taken
component by component. -/
theorem hasDerivAt_pair {f g : ℝ → ℝ} {f' g' x : ℝ} (hf : HasDerivAt f f' x)
    (hg : HasDerivAt g g' x) :
    HasDerivAt (fun R => (!₂[f R, g R] : Plane)) !₂[f', g'] x := by
  have key : ∀ a b : ℝ, a • (!₂[1, 0] : Plane) + b • (!₂[0, 1] : Plane) = !₂[a, b] := by
    intro a b
    ext i
    fin_cases i <;> simp
  have h := (hf.smul_const (!₂[1, 0] : Plane)).fun_add (hg.smul_const (!₂[0, 1] : Plane))
  simpa only [key] using h
```

The eigenvalue equation follows from angle subtraction: $\cos2R\cos R+\sin2R\sin R=\cos R$ and $\sin2R\cos R-\cos2R\sin R=\sin R$. The theorem collects symmetry, this equation, both derivatives, the overlap $1$, and the values $2s$ and $-2s$.

```lean
/-- The state `(cos R, sin R)` of `twoLevelH` has constant energy 1, and with the trial state
`(1, s)` all hypotheses of `hasDerivAt_energy` hold at `R = 0`. The mixed force term is `2s` and
the missing term is `-2s`. -/
theorem hasDerivAt_energy_witness (s : ℝ) :
    (∀ R, (twoLevelH R).IsSymmetric) ∧
    (∀ R, twoLevelH R !₂[Real.cos R, Real.sin R]
      = (1 : ℝ) • (!₂[Real.cos R, Real.sin R] : Plane)) ∧
    HasDerivAt (fun R => twoLevelH R !₂[1, s]) (twoLevelH' !₂[1, s]) 0 ∧
    HasDerivAt (fun R => (!₂[Real.cos R, Real.sin R] : Plane)) !₂[0, 1] 0 ∧
    inner ℝ (!₂[Real.cos 0, Real.sin 0] : Plane) !₂[1, s] = 1 ∧
    mixedForce (!₂[Real.cos 0, Real.sin 0] : Plane) !₂[1, s] twoLevelH' = 2 * s ∧
    missingTerm (!₂[Real.cos 0, Real.sin 0] : Plane) !₂[0, 1] !₂[1, s] (twoLevelH 0) 1
      = -2 * s := by
  refine ⟨fun R v w => ?_, fun R => ?_, ?_, ?_, ?_, ?_, ?_⟩
  · simp [twoLevelH, PiLp.inner_apply, Fin.sum_univ_two]
    ring
  · -- angle subtraction: 2R - R = R
    have h1 : Real.cos (2 * R) * Real.cos R + Real.sin (2 * R) * Real.sin R = Real.cos R := by
      rw [← Real.cos_sub]; congr 1; ring
    have h2 : Real.sin (2 * R) * Real.cos R - Real.cos (2 * R) * Real.sin R = Real.sin R := by
      rw [← Real.sin_sub]; congr 1; ring
    ext i
    fin_cases i
    · simpa [twoLevelH] using h1
    · simpa [twoLevelH] using h2
  · have hl : HasDerivAt (fun R : ℝ => 2 * R) 2 0 := by
      simpa using (hasDerivAt_id (0 : ℝ)).const_mul 2
    have hc : HasDerivAt (fun R : ℝ => Real.cos (2 * R)) 0 0 := by simpa using hl.cos
    have hs : HasDerivAt (fun R : ℝ => Real.sin (2 * R)) 2 0 := by simpa using hl.sin
    have h := hasDerivAt_pair ((hc.mul_const 1).fun_add (hs.mul_const s))
      ((hs.mul_const 1).fun_sub (hc.mul_const s))
    refine HasDerivAt.congr_deriv (f := fun R => twoLevelH R !₂[1, s]) h ?_
    ext i
    fin_cases i <;> simp [twoLevelH']
  · simpa using hasDerivAt_pair (Real.hasDerivAt_cos 0) (Real.hasDerivAt_sin 0)
  · simp [PiLp.inner_apply, Fin.sum_univ_two]
  · simp [mixedForce, twoLevelH', PiLp.inner_apply, Fin.sum_univ_two]
  · simp [missingTerm, twoLevelH, PiLp.inner_apply, Fin.sum_univ_two]
    ring

end MixedForces
```

```lean
#print axioms MixedForces.mixedEnergy_stationary_in_trial
#print axioms MixedForces.abs_error_le
#print axioms MixedForces.missingTerm_rescale
#print axioms MixedForces.hellmann_feynman
```

```
'MixedForces.mixedEnergy_stationary_in_trial' depends on axioms: [propext, Classical.choice, Quot.sound]
'MixedForces.abs_error_le' depends on axioms: [propext, Classical.choice, Quot.sound]
'MixedForces.missingTerm_rescale' depends on axioms: [propext, Classical.choice, Quot.sound]
'MixedForces.hellmann_feynman' depends on axioms: [propext, Classical.choice, Quot.sound]
```
